# Kato's bound on 1/r by |p| for s-waves

The Hamiltonian √(p² + m²) − Zα/r describes a particle of mass m and a nucleus of charge Z, with α the fine-structure constant. Before trusting a ground-state energy computed from it in a finite basis, one should check that the energy is bounded below. Without a lower bound there is no ground-state energy for the basis-set results to converge to. At large momentum the kinetic energy grows only like |p|, so the question is how large ⟨1/r⟩ can be compared with ⟨|p|⟩. The problems below treat one spinless particle in an s-wave around a point nucleus, with ħ = c = 1.

## The s-wave Coulomb energy in momentum space

Write the momentum wavefunction as ψ(𝐩) = u(p)/(√(4π) p), so that ∫₀^∞ |u|² dp is the squared norm of the state. The Fourier transform of 1/r is 4π/k², which gives

⟨1/r⟩ = (1/2π²) ∬ ψ*(𝐩) ψ(𝐪) / |𝐩 − 𝐪|² d³p d³q
= (1/π) ∫₀^∞ ∫₀^∞ u*(p) u(q) J(p,q) dq dp,

J(p,q) = ∫₋₁¹ pq / (p² + q² − 2pqt) dt,

where t is the cosine of the angle between 𝐩 and 𝐪.

```lean
import Mathlib

open MeasureTheory Set
open scoped Real ENNReal NNReal ComplexConjugate

namespace KatoSWave

noncomputable section
```

The first definition, `logKernel`, names the function K(p,q) = ln((p+q)/|p−q|).

```lean
/-- The s-wave Coulomb kernel `ln((p+q)/|p-q|)` in momentum space, for positive `p ≠ q`. -/
def logKernel (p q : ℝ) : ℝ := Real.log ((p + q) / |p - q|)
```

J is `angularKernel`.

```lean
/-- The integral of `p q / |𝐩 - 𝐪|²` over the cosine `t` of the angle between two momenta of
lengths `p` and `q`, for positive `p ≠ q`. -/
def angularKernel (p q : ℝ) : ℝ :=
  ∫ t in (-1 : ℝ)..1, p * q / (p ^ 2 + q ^ 2 - 2 * p * q * t)
```

The last form of ⟨1/r⟩ is `coulombSWave`. Its agreement with the position-space expectation value rests on the Fourier step above, which enters as a definition and is not proved in Lean.

```lean
/-- The expectation value of `1/r` in the s-wave state with radial momentum amplitude `u`,
normalised so that `∫ |u(p)|² dp` is the squared norm of the state. -/
def coulombSWave (u : ℝ → ℂ) : ℂ :=
  ((1 / π : ℝ) : ℂ) * ∫ p in Ioi (0 : ℝ), ∫ q in Ioi (0 : ℝ),
    conj (u p) * u q * (angularKernel p q : ℂ)
```

## (a) The angular integral

Evaluate J for positive p ≠ q:

J(p,q) = K(p,q).

The denominator is at least (p−q)² > 0, and an antiderivative of the integrand is −½ ln(p² + q² − 2pqt). The argument of the logarithm is (p−q)² at t = 1 and (p+q)² at t = −1, so

J = ½ ln (p+q)² − ½ ln (p−q)² = K.

In the proof, `hpos` is the positivity and `hder` the derivative; the fundamental theorem of calculus does the rest.

```lean
/-- For positive `p ≠ q`, integrating `p q / |𝐩 - 𝐪|²` over the cosine of the angle between momenta
of lengths `p` and `q` gives the logarithmic kernel. -/
theorem angularKernel_eq_logKernel {p q : ℝ} (hp : 0 < p) (hq : 0 < q) (hne : p ≠ q) :
    angularKernel p q = logKernel p q := by
  have hd : p - q ≠ 0 := sub_ne_zero.mpr hne
  have hd2 : 0 < (p - q) ^ 2 := by positivity
  have hpos : ∀ t ∈ uIcc (-1 : ℝ) 1, 0 < p ^ 2 + q ^ 2 - 2 * p * q * t := by
    intro t ht
    rw [uIcc_of_le (by norm_num)] at ht
    nlinarith [mul_nonneg (mul_pos hp hq).le (sub_nonneg.mpr ht.2)]
  -- the antiderivative is a logarithm of the squared momentum transfer
  have hder : ∀ t ∈ uIcc (-1 : ℝ) 1, HasDerivAt
      (fun t => -(1 / 2) * Real.log (p ^ 2 + q ^ 2 - 2 * p * q * t))
      (p * q / (p ^ 2 + q ^ 2 - 2 * p * q * t)) t := by
    intro t ht
    have h1 : HasDerivAt (fun t : ℝ => p ^ 2 + q ^ 2 - 2 * p * q * t) (-(2 * p * q)) t := by
      simpa using ((hasDerivAt_id t).const_mul (2 * p * q)).const_sub (p ^ 2 + q ^ 2)
    refine ((h1.log (hpos t ht).ne').const_mul (-(1 / 2))).congr_deriv ?_
    ring
  have hint : IntervalIntegrable (fun t => p * q / (p ^ 2 + q ^ 2 - 2 * p * q * t))
      volume (-1) 1 :=
    ContinuousOn.intervalIntegrable
      (ContinuousOn.div (by fun_prop) (by fun_prop) fun t ht => (hpos t ht).ne')
  have e1 : p ^ 2 + q ^ 2 - 2 * p * q * 1 = (p - q) ^ 2 := by ring
  have e2 : p ^ 2 + q ^ 2 - 2 * p * q * (-1) = (p + q) ^ 2 := by ring
  rw [angularKernel, intervalIntegral.integral_eq_sub_of_hasDerivAt hder hint, logKernel,
    Real.log_div (by positivity) (abs_ne_zero.mpr hd), Real.log_abs]
  simp only [e1, e2, Real.log_pow]
  push_cast
  ring
```

## (b) The sign of the kernel

Show for p, q > 0 that

K(p,q) ≥ 0.

Since |p−q| ≤ p+q, the logarithm has an argument of at least 1. At p = q Lean's conventions give K = 0 instead of infinity, which changes no integral, because the diagonal has measure zero.

```lean
/-- The logarithmic kernel is nonnegative for positive momenta. -/
theorem logKernel_nonneg {p q : ℝ} (hp : 0 < p) (hq : 0 < q) : 0 ≤ logKernel p q := by
  by_cases h : p = q
  · simp [logKernel, h]
  · exact Real.log_nonneg ((one_le_div (abs_pos.2 (sub_ne_zero.2 h))).2
      (abs_le.2 ⟨by linarith, by linarith⟩))
```

## (c) Inverse squares of the odd numbers

Sum the series:

Σₖ₌₀^∞ 1/(2k+1)² = π²/8.

The sum of 1/n² over n ≥ 1 is π²/6. Its even terms give a quarter of that, π²/24, and the odd terms give the remainder, π²/8. Here `he` is the even part, and `HasSum.even_add_odd` puts the two parts together.

```lean
/-- The inverse squares of the odd numbers sum to `π²/8`. -/
theorem hasSum_odd_inv_sq :
    HasSum (fun k : ℕ => 1 / (2 * (k : ℝ) + 1) ^ 2) (π ^ 2 / 8) := by
  have hz := hasSum_zeta_two
  have he : HasSum (fun k : ℕ => 1 / ((2 * k : ℕ) : ℝ) ^ 2) (π ^ 2 / 24) := by
    have e : (fun k : ℕ => 1 / ((2 * k : ℕ) : ℝ) ^ 2) =
        fun k : ℕ => 1 / 4 * (1 / (k : ℝ) ^ 2) := by
      funext k
      push_cast
      ring
    rw [e, show π ^ 2 / 24 = 1 / 4 * (π ^ 2 / 6) by ring]
    exact hz.mul_left (1 / 4)
  have ho : Summable (fun k : ℕ => 1 / ((2 * k + 1 : ℕ) : ℝ) ^ 2) :=
    hz.summable.comp_injective (i := fun k : ℕ => 2 * k + 1) (fun a b h => by
      have h' : 2 * a + 1 = 2 * b + 1 := h
      omega)
  have ht := (HasSum.even_add_odd (f := fun n : ℕ => 1 / (n : ℝ) ^ 2) he ho.hasSum).unique hz
  have hv : ∑' k : ℕ, 1 / ((2 * k + 1 : ℕ) : ℝ) ^ 2 = π ^ 2 / 8 := by linarith
  have h := ho.hasSum
  rw [hv] at h
  simpa using h
```

## (d) The integral over the unit interval

Show that

∫₀¹ K(1,x)/x dx = π²/4.

For 0 < x < 1,

K(1,x)/x = [ln(1+x) − ln(1−x)]/x = Σₖ 2x²ᵏ/(2k+1).

Each term integrates to 2/(2k+1)², and by (c) the total is 2 · π²/8. Sum and integral may be exchanged because all terms are nonnegative (`lintegral_tsum`). The sign `∫⁻` denotes a Lebesgue integral with values in [0,∞], and `ENNReal.ofReal` carries nonnegative reals into that range.

```lean
/-- The integral of `ln((1+x)/|1-x|)/x` over `0 < x < 1` is `π²/4`. -/
theorem lintegral_unit :
    ∫⁻ x in Ioo (0 : ℝ) 1, ENNReal.ofReal (logKernel 1 x / x) = ENNReal.ofReal (π ^ 2 / 4) := by
  have hnn : ∀ (k : ℕ) (x : ℝ), 0 ≤ 2 / (2 * (k : ℝ) + 1) * x ^ (2 * k) := fun k x =>
    mul_nonneg (by positivity) ((even_two_mul k).pow_nonneg x)
  have hterm : ∀ k : ℕ, ∫⁻ x in Ioo (0 : ℝ) 1,
      ENNReal.ofReal (2 / (2 * (k : ℝ) + 1) * x ^ (2 * k)) =
      ENNReal.ofReal (2 * (1 / (2 * (k : ℝ) + 1) ^ 2)) := by
    intro k
    have hc : Continuous fun x : ℝ => 2 / (2 * (k : ℝ) + 1) * x ^ (2 * k) := by fun_prop
    have hi : IntegrableOn (fun x : ℝ => 2 / (2 * (k : ℝ) + 1) * x ^ (2 * k)) (Ioo 0 1) :=
      (hc.integrableOn_Icc (a := 0) (b := 1)).mono_set Ioo_subset_Icc_self
    rw [← ofReal_integral_eq_lintegral_ofReal hi (ae_of_all _ (hnn k)),
      ← integral_Ioc_eq_integral_Ioo, ← intervalIntegral.integral_of_le zero_le_one,
      intervalIntegral.integral_const_mul, integral_pow, one_pow,
      zero_pow (Nat.succ_ne_zero _), sub_zero]
    congr 1
    push_cast
    field_simp
  -- power series of the logarithm
  have hser : ∀ x ∈ Ioo (0 : ℝ) 1, ENNReal.ofReal (logKernel 1 x / x) =
      ∑' k : ℕ, ENNReal.ofReal (2 / (2 * (k : ℝ) + 1) * x ^ (2 * k)) := by
    intro x hx
    have hx0 : x ≠ 0 := hx.1.ne'
    have h1 : 0 < 1 - x := sub_pos.2 hx.2
    have h2 : 0 < 1 + x := by linarith [hx.1]
    have h := (Real.hasSum_log_sub_log_of_abs_lt_one
      (abs_lt.2 ⟨by linarith [hx.1], hx.2⟩)).mul_right x⁻¹
    have hs : HasSum (fun k : ℕ => 2 / (2 * (k : ℝ) + 1) * x ^ (2 * k))
        (logKernel 1 x / x) := by
      have e1 : (fun k : ℕ => 2 / (2 * (k : ℝ) + 1) * x ^ (2 * k)) =
          fun k : ℕ => 2 * (1 / (2 * (k : ℝ) + 1)) * x ^ (2 * k + 1) * x⁻¹ := by
        funext k
        rw [pow_succ x (2 * k)]
        field_simp
      have e2 : logKernel 1 x / x = (Real.log (1 + x) - Real.log (1 - x)) * x⁻¹ := by
        rw [logKernel, abs_of_pos h1, Real.log_div h2.ne' h1.ne', div_eq_mul_inv]
      rw [e1, e2]
      exact h
    rw [← hs.tsum_eq, ENNReal.ofReal_tsum_of_nonneg (fun k => hnn k x) hs.summable]
  have hodd := hasSum_odd_inv_sq.mul_left 2
  rw [setLIntegral_congr_fun measurableSet_Ioo hser,
    lintegral_tsum (fun k => (Measurable.ennreal_ofReal (by fun_prop)).aemeasurable),
    tsum_congr hterm, ← ENNReal.ofReal_tsum_of_nonneg (fun k => by positivity) hodd.summable,
    hodd.tsum_eq]
  congr 1
  ring
```

## (e) The integral over the half-line

Extend the range:

∫₀^∞ K(1,x)/x dx = π²/2.

On x > 1 put x = 1/y. Then dx/x becomes dy/y in absolute value, and K(1,1/y) = K(1,y), so the outer part (`hout`) equals the inner one.

```lean
/-- The integral of `ln((1+x)/|1-x|)/x` over all `x > 0` is `π²/2`. -/
theorem lintegral_half_line :
    ∫⁻ x in Ioi (0 : ℝ), ENNReal.ofReal (logKernel 1 x / x) = ENNReal.ofReal (π ^ 2 / 2) := by
  have him : (fun x : ℝ => x⁻¹) '' Ioo 0 1 = Ioi 1 := by
    ext y
    constructor
    · rintro ⟨x, hx, rfl⟩
      exact (one_lt_inv₀ hx.1).2 hx.2
    · intro hy
      have hy' : 1 < y := hy
      exact ⟨y⁻¹, ⟨inv_pos.2 (by linarith), inv_lt_one_of_one_lt₀ hy'⟩, inv_inv y⟩
  -- the inversion `x → 1/x` maps the outer part to the inner part
  have hout : ∫⁻ x in Ioi (1 : ℝ), ENNReal.ofReal (logKernel 1 x / x) =
      ENNReal.ofReal (π ^ 2 / 4) := by
    rw [← him, lintegral_image_eq_lintegral_abs_deriv_mul measurableSet_Ioo
      (fun x hx => (hasDerivAt_inv hx.1.ne').hasDerivWithinAt) inv_injective.injOn,
      ← lintegral_unit]
    refine setLIntegral_congr_fun measurableSet_Ioo fun x hx => ?_
    have hx0 : 0 < x := hx.1
    have hk : logKernel 1 x⁻¹ = logKernel 1 x := by
      have e1 : 1 + x⁻¹ = x⁻¹ * (1 + x) := by field_simp; ring
      have e2 : 1 - x⁻¹ = x⁻¹ * (x - 1) := by field_simp
      rw [logKernel, logKernel, e1, e2, abs_mul, abs_of_pos (inv_pos.2 hx0),
        mul_div_mul_left _ _ (inv_pos.2 hx0).ne', abs_sub_comm]
    simp only [hk]
    rw [← ENNReal.ofReal_mul (abs_nonneg _), abs_neg, abs_of_pos (by positivity)]
    congr 1
    field_simp
  rw [← Ioo_union_Ici_eq_Ioi (zero_lt_one' ℝ), lintegral_union measurableSet_Ici
    (Set.disjoint_left.2 fun x hx hx' => not_le_of_gt hx.2 hx'),
    ← setLIntegral_congr Ioi_ae_eq_Ici, hout, lintegral_unit,
    ← ENNReal.ofReal_add (by positivity) (by positivity)]
  congr 1
  ring
```

## (f) Scaling

Show for every p > 0 that

∫₀^∞ K(p,q)/q dq = π²/2.

Put q = px. Then dq/q = dx/x and K(p,px) = K(1,x), which leaves the integral of (e).

```lean
/-- For every `p > 0`, the kernel applied to the amplitude `1/q` gives the constant `π²/2`. -/
theorem lintegral_logKernel_div {p : ℝ} (hp : 0 < p) :
    ∫⁻ q in Ioi (0 : ℝ), ENNReal.ofReal (logKernel p q / q) = ENNReal.ofReal (π ^ 2 / 2) := by
  have him : (fun x : ℝ => p * x) '' Ioi 0 = Ioi 0 := by
    ext y
    constructor
    · rintro ⟨x, hx, rfl⟩
      exact mul_pos hp hx
    · intro hy
      exact ⟨y / p, div_pos hy hp, mul_div_cancel₀ y hp.ne'⟩
  have hder : ∀ x ∈ Ioi (0 : ℝ), HasDerivWithinAt (fun x : ℝ => p * x) p (Ioi 0) x := by
    intro x _
    simpa using ((hasDerivAt_id x).const_mul p).hasDerivWithinAt
  -- substitute `q = p x`
  rw [← him, lintegral_image_eq_lintegral_abs_deriv_mul measurableSet_Ioi hder
    (mul_right_injective₀ hp.ne').injOn, ← lintegral_half_line]
  refine setLIntegral_congr_fun measurableSet_Ioi fun x hx => ?_
  have hx0 : 0 < x := hx
  have hk : logKernel p (p * x) = logKernel 1 x := by
    rw [logKernel, logKernel, show p + p * x = p * (1 + x) by ring,
      show p - p * x = p * (1 - x) by ring, abs_mul, abs_of_pos hp,
      mul_div_mul_left _ _ hp.ne']
  simp only [hk]
  rw [← ENNReal.ofReal_mul (abs_nonneg _), abs_of_pos hp]
  congr 1
  field_simp
```

## (g) The Schur test

For measurable f ≥ 0, show that

∫₀^∞ ∫₀^∞ f(p) f(q) K(p,q) dq dp ≤ (π²/2) ∫₀^∞ p f(p)² dp.

Dividing (p f(p) − q f(q))² ≥ 0 by 2pq gives

f(p) f(q) ≤ ½ [p f(p)²/q + q f(q)²/p].

Multiply by K ≥ 0 and integrate. By (f) the first term gives (π²/4) ∫ p f² dp. The second gives the same, since K is symmetric and the order of integration may be exchanged for nonnegative functions.

In Lean, f takes values in `ℝ≥0` and needs no integrability, since either side may be infinite. `A p q` is the first term times K, `hpt` the pointwise inequality, `hI` the use of (f), and `hswap` the exchange.

```lean
/-- For measurable `f ≥ 0`, the double integral of `f(p) f(q) ln((p+q)/|p-q|)` over positive
momenta is at most `π²/2` times the integral of `p f(p)²`. -/
theorem log_kernel_bound {f : ℝ → ℝ≥0} (hf : Measurable f) :
    ∫⁻ p in Ioi (0 : ℝ), ∫⁻ q in Ioi (0 : ℝ),
      ENNReal.ofReal ((f p : ℝ) * f q * logKernel p q) ≤
    ENNReal.ofReal (π ^ 2 / 2) * ∫⁻ p in Ioi (0 : ℝ), ENNReal.ofReal (p * (f p : ℝ) ^ 2) := by
  let A : ℝ → ℝ → ℝ≥0∞ := fun p q =>
    ENNReal.ofReal (1 / 2 * (p * (f p : ℝ) ^ 2)) * ENNReal.ofReal (logKernel p q / q)
  have hK : Measurable fun z : ℝ × ℝ => logKernel z.1 z.2 :=
    Real.measurable_log.comp ((measurable_fst.add measurable_snd).div
      (continuous_abs.measurable.comp (measurable_fst.sub measurable_snd)))
  have hg : Measurable fun p : ℝ => 1 / 2 * (p * (f p : ℝ) ^ 2) :=
    (measurable_id.mul (hf.coe_nnreal_real.pow_const 2)).const_mul (1 / 2)
  have hA : Measurable (Function.uncurry A) :=
    (hg.comp measurable_fst).ennreal_ofReal.mul (hK.div measurable_snd).ennreal_ofReal
  -- Schur test: weighted arithmetic-geometric mean inequality
  have hpt : ∀ p ∈ Ioi (0 : ℝ), ∀ q ∈ Ioi (0 : ℝ),
      ENNReal.ofReal ((f p : ℝ) * f q * logKernel p q) ≤ A p q + A q p := by
    intro p hp q hq
    have hp0 : 0 < p := hp
    have hq0 : 0 < q := hq
    have hk := logKernel_nonneg hp0 hq0
    have hs : logKernel q p = logKernel p q := by
      rw [logKernel, logKernel, add_comm, abs_sub_comm]
    simp only [A, hs]
    rw [← ENNReal.ofReal_mul (by positivity), ← ENNReal.ofReal_mul (by positivity),
      ← ENNReal.ofReal_add (by positivity) (by positivity)]
    apply ENNReal.ofReal_le_ofReal
    have h : 1 / 2 * (p * (f p : ℝ) ^ 2) * (logKernel p q / q) +
        1 / 2 * (q * (f q : ℝ) ^ 2) * (logKernel p q / p) - (f p : ℝ) * f q * logKernel p q =
        logKernel p q * (p * f p - q * f q) ^ 2 / (2 * p * q) := by
      field_simp
      ring
    have h' : 0 ≤ logKernel p q * (p * f p - q * f q) ^ 2 / (2 * p * q) := by positivity
    linarith
  have hI : ∫⁻ p in Ioi (0 : ℝ), ∫⁻ q in Ioi (0 : ℝ), A p q = ENNReal.ofReal (π ^ 2 / 2) *
      ∫⁻ p in Ioi (0 : ℝ), ENNReal.ofReal (1 / 2 * (p * (f p : ℝ) ^ 2)) := by
    rw [← lintegral_const_mul _ hg.ennreal_ofReal]
    refine setLIntegral_congr_fun measurableSet_Ioi fun p hp => ?_
    simp only [A]
    rw [lintegral_const_mul' _ _ ENNReal.ofReal_ne_top, lintegral_logKernel_div hp, mul_comm]
  have hswap : ∫⁻ p in Ioi (0 : ℝ), ∫⁻ q in Ioi (0 : ℝ), A q p =
      ∫⁻ p in Ioi (0 : ℝ), ∫⁻ q in Ioi (0 : ℝ), A p q :=
    (lintegral_lintegral_swap hA.aemeasurable).symm
  calc _ ≤ ∫⁻ p in Ioi (0 : ℝ), ∫⁻ q in Ioi (0 : ℝ), (A p q + A q p) :=
        setLIntegral_mono' measurableSet_Ioi fun p hp =>
          setLIntegral_mono' measurableSet_Ioi fun q hq => hpt p hp q hq
    _ = ∫⁻ p in Ioi (0 : ℝ), ((∫⁻ q in Ioi (0 : ℝ), A p q) + ∫⁻ q in Ioi (0 : ℝ), A q p) :=
        lintegral_congr fun p => lintegral_add_left hA.of_uncurry_left _
    _ = (∫⁻ p in Ioi (0 : ℝ), ∫⁻ q in Ioi (0 : ℝ), A p q) +
          ∫⁻ p in Ioi (0 : ℝ), ∫⁻ q in Ioi (0 : ℝ), A q p :=
        lintegral_add_left hA.lintegral_prod_right' _
    _ = _ := by
        rw [hswap, hI, ← mul_add, ← lintegral_add_left hg.ennreal_ofReal]
        congr 1
        refine setLIntegral_congr_fun measurableSet_Ioi fun p hp => ?_
        have hp0 : 0 < p := hp
        show ENNReal.ofReal (1 / 2 * (p * (f p : ℝ) ^ 2)) +
          ENNReal.ofReal (1 / 2 * (p * (f p : ℝ) ^ 2)) = ENNReal.ofReal (p * (f p : ℝ) ^ 2)
        rw [← ENNReal.ofReal_add (by positivity) (by positivity)]
        congr 1
        ring
```

## (h) The bound on the Coulomb energy

For a measurable complex amplitude u, conclude that

|⟨1/r⟩| ≤ (π/2) ∫₀^∞ p |u(p)|² dp = (π/2) ⟨|p|⟩.

Move the absolute value inside the integrals, replace J by K away from the diagonal (`hae`), and apply (g) with f = |u|. The prefactor is (1/π)(π²/2) = π/2. The notation `‖·‖ₑ` is the absolute value as an element of [0,∞]. If ⟨|p|⟩ is infinite, the bound is empty.

```lean
/-- Kato's inequality for s-waves: for a measurable amplitude `u`, the expectation value of `1/r`
is at most `π/2` times that of `|p|` in absolute value. -/
theorem kato_s_wave {u : ℝ → ℂ} (hu : Measurable u) :
    ‖coulombSWave u‖ₑ ≤
      ENNReal.ofReal (π / 2) * ∫⁻ p in Ioi (0 : ℝ), ENNReal.ofReal (p * ‖u p‖ ^ 2) := by
  have hb := log_kernel_bound hu.nnnorm
  simp only [coe_nnnorm] at hb
  have h1 : ‖∫ p in Ioi (0 : ℝ), ∫ q in Ioi (0 : ℝ),
      conj (u p) * u q * (angularKernel p q : ℂ)‖ₑ ≤
      ∫⁻ p in Ioi (0 : ℝ), ∫⁻ q in Ioi (0 : ℝ),
        ENNReal.ofReal (‖u p‖ * ‖u q‖ * logKernel p q) := by
    refine (enorm_integral_le_lintegral_enorm _).trans
      (setLIntegral_mono' measurableSet_Ioi fun p hp =>
        (enorm_integral_le_lintegral_enorm _).trans (lintegral_mono_ae ?_))
    -- the diagonal `q = p` has measure zero
    have hae : ∀ᵐ q : ℝ, q ≠ p := compl_mem_ae_iff.2 (measure_singleton p)
    filter_upwards [ae_restrict_mem measurableSet_Ioi, ae_restrict_of_ae hae] with q hq hne
    rw [angularKernel_eq_logKernel hp hq hne.symm, ← ofReal_norm]
    apply ENNReal.ofReal_le_ofReal
    simp [abs_of_nonneg (logKernel_nonneg hp hq)]
  have hc : ‖((1 / π : ℝ) : ℂ)‖ₑ * ENNReal.ofReal (π ^ 2 / 2) = ENNReal.ofReal (π / 2) := by
    rw [← ofReal_norm, ← ENNReal.ofReal_mul (norm_nonneg _), Complex.norm_real,
      Real.norm_of_nonneg (by positivity)]
    congr 1
    field_simp
  rw [coulombSWave, enorm_mul, ← hc, mul_assoc]
  gcongr
  exact h1.trans hb

end

end KatoSWave
```

```lean
#print axioms KatoSWave.kato_s_wave
-- 'KatoSWave.kato_s_wave' depends on axioms: [propext, Classical.choice, Quot.sound]
```

## Choosing the nuclear charge

Since √(p² + m²) ≥ |p|, a normalised s-wave state with finite kinetic energy satisfies

⟨√(p² + m²) − Zα/r⟩ ≥ (1 − πZα/2) ⟨|p|⟩.

For Zα ≤ 2/π the right side is nonnegative, so no s-wave basis, however large, gives a negative total energy, rest mass included. Kato's inequality holds for all angular momenta, whereas the argument here is for s-waves and leaves open whether π/2 is the smallest possible constant.

## Starting from position space

The expectation value ⟨1/r⟩ could also have been defined as ∫ |ψ(𝐫)|²/r d³r, with ψ(𝐫) the position-space wavefunction. The Fourier step would then be a theorem to prove, and the final bound would speak directly about wavefunctions in space; parts (a) to (g) would stay as they are.
